# A pure state with D Schmidt terms has entanglement entropy at most log D and reduced purity at least 1/D

The state is given here in Schmidt form, not as an arbitrary coefficient matrix that still has to be decomposed. For $D$ weights $p_k\ge 0$ with $\sum_k p_k=1$, where $k=0,\dots,D-1$, it is

$$\psi = a\,\mathrm{diag}(\sqrt{p_0},\dots,\sqrt{p_{D-1}})\,b^T,$$

where the orthonormal columns of $a$ and $b$ are the Schmidt vectors of the two subsystems. The entanglement entropy is defined from the weights, while the purity is that of the reduced state $\rho=\psi\psi^\dagger$. With the natural logarithm,

$$S=-\sum_k p_k\log p_k\le\log D,\qquad \mathrm{Tr}\,\rho^2=\sum_k p_k^2\ge\frac1D.$$

Each bound is attained exactly when every $p_k=1/D$. The two quantities are also related by $-\log\mathrm{Tr}\,\rho^2\le S$.

## Bond dimension as a cap on entanglement

In a matrix product state with open boundaries, a bond of dimension $D$ carries at most $D$ Schmidt terms, so the entropy across that cut of a finite, normalised pure state cannot exceed $\log D$. When the state is in canonical form about the bond, so that the bond basis states on each side are orthonormal, the singular values $s_k$ of the bond matrix are the Schmidt coefficients up to normalisation. A code can then set $p_k=s_k^2/\sum_j s_j^2$ and test both bounds. Normalised weights always satisfy them, so a failure beyond rounding points to an error in the code, such as a missing normalisation, and not to a property of the state. If it has the purity but not the spectrum, $-\log\mathrm{Tr}\,\rho^2$ still bounds the entropy of such a state from below.

The smallest case is $D=1$. Normalisation forces $p_0=1$, the state is a product state, and both bounds are equalities: $S=0$ and $\mathrm{Tr}\,\rho^2=1$. If truncation leaves a single weight $0<w<1$ that is not renormalised, the entropy formula returns $-w\log w>0$ and the test fails.

## From the partial trace to the two bounds

Write $P=\mathrm{diag}(p_0,\dots,p_{D-1})$. Since $b^\dagger b=1$, its transpose gives $b^T\bar b=1$, and therefore

$$\rho=a\sqrt P\,b^T\bar b\,\sqrt P\,a^\dagger=aPa^\dagger.$$

With $a^\dagger a=1$ and cyclicity of the trace,

$$\mathrm{Tr}\,\rho^2=\mathrm{Tr}(aP\,a^\dagger a\,Pa^\dagger)=\mathrm{Tr}\,P^2=\sum_k p_k^2.$$

Expanding a square and using $\sum_k p_k=1$ gives

$$\sum_k\Bigl(p_k-\frac1D\Bigr)^2=\sum_k p_k^2-\frac2D+\frac1D=\sum_k p_k^2-\frac1D.$$

The left side is nonnegative and vanishes only for uniform weights, which settles the purity bound and its equality case.

For the entropy, use $\log y<y-1$ for $y>0$, $y\ne1$. Setting $y=1/(Dp_k)$ and multiplying by $p_k>0$ gives, for $p_k\neq1/D$,

$$-p_k\log p_k<p_k\log D+\frac1D-p_k.$$

At $p_k=0$ this reads $0<1/D$, and at $p_k=1/D$ the two sides are equal. The right sides sum to $\log D+1-1=\log D$. Hence $S<\log D$ as soon as one weight differs from $1/D$, while uniform weights give $S=-D\cdot\frac1D\log\frac1D=\log D$.

For the lower bound, let $q=\sum_k p_k^2$, which is positive because $q\ge1/D$. For $p_k>0$, multiplying $\log(p_k/q)\le p_k/q-1$ by $p_k$ gives

$$p_k\log p_k\le p_k\log q+\frac{p_k^2}{q}-p_k,$$

which also holds at $p_k=0$. Summing over $k$ yields $-S\le\log q+1-1$, so $-\log q\le S$.

## The bounds in Lean

```lean
import Mathlib

open Matrix

namespace SchmidtEntanglementBounds

noncomputable section

variable {m n : Type*} {D : ℕ}

/-- The coefficient matrix of the bipartite state `∑ₖ √pₖ aₖ ⊗ bₖ`, where `aₖ` and `bₖ` are
the columns of `a` and `b`. -/
def schmidtState (p : Fin D → ℝ) (a : Matrix m (Fin D) ℂ) (b : Matrix n (Fin D) ℂ) :
    Matrix m n ℂ :=
  a * diagonal (fun k => ((Real.sqrt (p k) : ℝ) : ℂ)) * bᵀ

/-- The reduced state of the first subsystem, obtained by tracing out the second one. -/
def reducedState [Fintype n] (ψ : Matrix m n ℂ) : Matrix m m ℂ := ψ * ψᴴ

/-- The purity `Tr ρ²` of the reduced state of the first subsystem. -/
def purity [Fintype m] [Fintype n] (ψ : Matrix m n ℂ) : ℝ :=
  (trace (reducedState ψ * reducedState ψ)).re

/-- The entanglement entropy `-∑ₖ pₖ log pₖ` of nonnegative Schmidt weights, with
`0 log 0 = 0`. -/
def entropy (p : Fin D → ℝ) : ℝ := -∑ k, p k * Real.log (p k)

/-- For nonnegative weights and an orthonormal family `b`, the reduced state is
`∑ₖ pₖ |aₖ⟩⟨aₖ|`. -/
theorem reducedState_schmidt [Fintype n] {p : Fin D → ℝ} (hp : ∀ k, 0 ≤ p k)
    (a : Matrix m (Fin D) ℂ) {b : Matrix n (Fin D) ℂ} (hb : bᴴ * b = 1) :
    reducedState (schmidtState p a b) = a * diagonal (fun k => (p k : ℂ)) * aᴴ := by
  -- orthonormality of the traced-out family
  have hbT : bᵀ * bᵀᴴ = 1 := by
    have h := congrArg Matrix.transpose hb
    rw [transpose_mul, transpose_one] at h
    exact h
  have hd : diagonal (fun k => ((Real.sqrt (p k) : ℝ) : ℂ)) *
      (diagonal (fun k => ((Real.sqrt (p k) : ℝ) : ℂ)))ᴴ = diagonal (fun k => (p k : ℂ)) := by
    rw [diagonal_conjTranspose, diagonal_mul_diagonal]
    congr 1
    funext k
    simp only [Pi.star_apply, RCLike.star_def, Complex.conj_ofReal]
    rw [← Complex.ofReal_mul, Real.mul_self_sqrt (hp k)]
  calc reducedState (schmidtState p a b)
      = a * (diagonal (fun k => ((Real.sqrt (p k) : ℝ) : ℂ)) * (bᵀ * bᵀᴴ) *
          (diagonal (fun k => ((Real.sqrt (p k) : ℝ) : ℂ)))ᴴ) * aᴴ := by
        simp only [reducedState, schmidtState, conjTranspose_mul, Matrix.mul_assoc]
    _ = a * diagonal (fun k => (p k : ℂ)) * aᴴ := by
        rw [hbT, Matrix.mul_one, hd]

/-- For nonnegative weights and orthonormal Schmidt families, the purity of the reduced state
is `∑ₖ pₖ²`. -/
theorem purity_schmidt [Fintype m] [Fintype n] {p : Fin D → ℝ} (hp : ∀ k, 0 ≤ p k)
    {a : Matrix m (Fin D) ℂ} {b : Matrix n (Fin D) ℂ} (ha : aᴴ * a = 1) (hb : bᴴ * b = 1) :
    purity (schmidtState p a b) = ∑ k, p k ^ 2 := by
  unfold purity
  rw [reducedState_schmidt hp a hb]
  have h : a * diagonal (fun k => (p k : ℂ)) * aᴴ * (a * diagonal (fun k => (p k : ℂ)) * aᴴ)
      = a * (diagonal (fun k => (p k : ℂ)) * (aᴴ * a) * diagonal (fun k => (p k : ℂ)) * aᴴ) := by
    simp only [Matrix.mul_assoc]
  -- cyclicity of the trace removes the Schmidt basis
  rw [h, ha, Matrix.mul_one, trace_mul_comm, Matrix.mul_assoc, ha, Matrix.mul_one,
    diagonal_mul_diagonal, trace_diagonal, Complex.re_sum]
  refine Finset.sum_congr rfl fun k _ => ?_
  simp [sq]

/-- Weights that sum to one have at least one term. -/
theorem terms_pos {p : Fin D → ℝ} (hs : ∑ k, p k = 1) : 0 < (D : ℝ) := by
  rcases Nat.eq_zero_or_pos D with rfl | h
  · simp at hs
  · exact_mod_cast h

/-- For weights that sum to one, the excess of `∑ₖ pₖ²` over `1/D` is the squared distance of
the weights from the uniform ones. -/
theorem purity_excess {p : Fin D → ℝ} (hs : ∑ k, p k = 1) :
    ∑ k, p k ^ 2 - 1 / (D : ℝ) = ∑ k, (p k - 1 / (D : ℝ)) ^ 2 := by
  have hD := terms_pos hs
  have h : ∀ k, (p k - 1 / (D : ℝ)) ^ 2
      = p k ^ 2 - (2 / (D : ℝ)) * p k + (1 / (D : ℝ)) ^ 2 := fun k => by ring
  have e : (D : ℝ) * (1 / (D : ℝ)) ^ 2 = 1 / (D : ℝ) := by field_simp
  rw [Finset.sum_congr rfl fun k _ => h k, Finset.sum_add_distrib, Finset.sum_sub_distrib,
    ← Finset.mul_sum, hs, Finset.sum_const, Finset.card_univ, Fintype.card_fin,
    nsmul_eq_mul, e]
  ring

/-- Nonnegative weights that sum to one and are not all equal to `1/D` have entropy strictly
below `log D`. -/
theorem entropy_lt_log {p : Fin D → ℝ} (hp : ∀ k, 0 ≤ p k) (hs : ∑ k, p k = 1)
    (hne : ∃ k, p k ≠ 1 / (D : ℝ)) : entropy p < Real.log D := by
  have hD := terms_pos hs
  -- the bound for a single weight, from log x < x - 1
  have term : ∀ x : ℝ, 0 ≤ x → x ≠ 1 / (D : ℝ) →
      -(x * Real.log x) < x * Real.log D + (1 / (D : ℝ) - x) := by
    intro x hx hx1
    rcases hx.eq_or_lt with h0 | h
    · have hpos : 0 < 1 / (D : ℝ) := by positivity
      rw [← h0]
      linarith
    · have hn : 1 / ((D : ℝ) * x) ≠ 1 := by
        intro e
        rw [div_eq_one_iff_eq (mul_pos hD h).ne'] at e
        apply hx1
        rw [eq_div_iff hD.ne']
        linarith
      have hl := Real.log_lt_sub_one_of_pos (one_div_pos.mpr (mul_pos hD h)) hn
      rw [one_div, Real.log_inv, Real.log_mul hD.ne' h.ne'] at hl
      have hm := mul_lt_mul_of_pos_left hl h
      have e : x * ((D : ℝ) * x)⁻¹ = 1 / (D : ℝ) := by field_simp
      rw [mul_sub, e] at hm
      linarith
  have key : ∑ k, (p k * Real.log D + (1 / (D : ℝ) - p k)) = Real.log D := by
    rw [Finset.sum_add_distrib, ← Finset.sum_mul, hs, Finset.sum_sub_distrib, hs,
      Finset.sum_const, Finset.card_univ, Fintype.card_fin, nsmul_eq_mul,
      mul_one_div_cancel hD.ne', one_mul, sub_self, add_zero]
  calc entropy p = ∑ k, -(p k * Real.log (p k)) := by
        rw [entropy, Finset.sum_neg_distrib]
    _ < ∑ k, (p k * Real.log D + (1 / (D : ℝ) - p k)) := by
        apply Finset.sum_lt_sum
        · intro k _
          by_cases h : p k = 1 / (D : ℝ)
          · rw [h, one_div, Real.log_inv]
            linarith
          · exact (term _ (hp k) h).le
        · obtain ⟨k, hk⟩ := hne
          exact ⟨k, Finset.mem_univ k, term _ (hp k) hk⟩
    _ = Real.log D := key

/-- If each of `D ≥ 1` weights equals `1/D`, the entropy is `log D`. -/
theorem entropy_uniform {p : Fin D → ℝ} (hD : 0 < D) (hu : ∀ k, p k = 1 / (D : ℝ)) :
    entropy p = Real.log D := by
  have hD' : (D : ℝ) ≠ 0 := by exact_mod_cast hD.ne'
  simp only [entropy, hu]
  rw [Finset.sum_const, Finset.card_univ, Fintype.card_fin, nsmul_eq_mul, ← mul_assoc,
    mul_one_div_cancel hD', one_mul, one_div, Real.log_inv, neg_neg]

/-- For nonnegative weights that sum to one, the entanglement entropy is at least
`-log ∑ₖ pₖ²`. -/
theorem neg_log_purity_le_entropy {p : Fin D → ℝ} (hp : ∀ k, 0 ≤ p k)
    (hs : ∑ k, p k = 1) : -Real.log (∑ k, p k ^ 2) ≤ entropy p := by
  have hD := terms_pos hs
  have hP : 0 < ∑ k, p k ^ 2 := by
    have h1 := purity_excess hs
    have h2 : 0 ≤ ∑ k, (p k - 1 / (D : ℝ)) ^ 2 := Finset.sum_nonneg fun k _ => sq_nonneg _
    have h3 : 0 < 1 / (D : ℝ) := by positivity
    linarith
  unfold entropy
  generalize hPdef : ∑ k, p k ^ 2 = P at hP ⊢
  -- compare each weight with the purity
  have term : ∀ k, p k * Real.log (p k) ≤ p k * Real.log P + (p k ^ 2 / P - p k) := by
    intro k
    rcases (hp k).eq_or_lt with h0 | h
    · rw [← h0]
      simp
    · have hl := Real.log_le_sub_one_of_pos (div_pos h hP)
      rw [Real.log_div h.ne' hP.ne'] at hl
      have hm := mul_le_mul_of_nonneg_left hl h.le
      have e : p k * (p k / P) = p k ^ 2 / P := by ring
      rw [mul_sub, mul_sub, e] at hm
      linarith
  have hsum := Finset.sum_le_sum fun k (_ : k ∈ Finset.univ) => term k
  rw [Finset.sum_add_distrib, ← Finset.sum_mul, hs, Finset.sum_sub_distrib, hs,
    ← Finset.sum_div, hPdef, div_self hP.ne'] at hsum
  linarith

/-- A state with `D` orthonormal Schmidt terms and nonnegative weights summing to one has
entanglement entropy at most `log D` and reduced purity at least `1/D`; each bound is attained
exactly when all weights equal `1/D`. -/
theorem entanglement_bounds [Fintype m] [Fintype n] {p : Fin D → ℝ} (hp : ∀ k, 0 ≤ p k)
    (hs : ∑ k, p k = 1) {a : Matrix m (Fin D) ℂ} {b : Matrix n (Fin D) ℂ}
    (ha : aᴴ * a = 1) (hb : bᴴ * b = 1) :
    (entropy p ≤ Real.log D ∧ (entropy p = Real.log D ↔ ∀ k, p k = 1 / (D : ℝ))) ∧
    (1 / (D : ℝ) ≤ purity (schmidtState p a b) ∧
      (purity (schmidtState p a b) = 1 / (D : ℝ) ↔ ∀ k, p k = 1 / (D : ℝ))) := by
  have hD : 0 < D := by exact_mod_cast terms_pos hs
  have e := purity_excess hs
  rw [purity_schmidt hp ha hb]
  refine ⟨⟨?_, ?_, entropy_uniform hD⟩, ?_, ?_, ?_⟩
  · by_cases hu : ∀ k, p k = 1 / (D : ℝ)
    · exact (entropy_uniform hD hu).le
    · exact (entropy_lt_log hp hs (not_forall.mp hu)).le
  · intro h
    by_contra hu
    exact (entropy_lt_log hp hs (not_forall.mp hu)).ne h
  · have h2 : 0 ≤ ∑ k, (p k - 1 / (D : ℝ)) ^ 2 := Finset.sum_nonneg fun k _ => sq_nonneg _
    linarith
  · -- a vanishing sum of squares forces every weight to 1/D
    intro h k
    have z : ∑ k, (p k - 1 / (D : ℝ)) ^ 2 = 0 := by linarith
    have hk := (Finset.sum_eq_zero_iff_of_nonneg (fun i _ => sq_nonneg _)).mp z k
      (Finset.mem_univ k)
    exact sub_eq_zero.mp ((pow_eq_zero_iff two_ne_zero).mp hk)
  · intro h
    have z : ∑ k, (p k - 1 / (D : ℝ)) ^ 2 = 0 :=
      Finset.sum_eq_zero fun k _ => by rw [h k, sub_self, zero_pow two_ne_zero]
    linarith

/-- For `D ≥ 1`, the state `∑ₖ √(1/D) eₖ ⊗ eₖ` in the standard basis has weights summing to one,
entanglement entropy `log D` and reduced purity `1/D`. -/
theorem maximallyEntangled_witness (hD : 0 < D) :
    ∑ _k : Fin D, 1 / (D : ℝ) = 1 ∧
    entropy (fun _ : Fin D => 1 / (D : ℝ)) = Real.log D ∧
    purity (schmidtState (fun _ : Fin D => 1 / (D : ℝ))
      (1 : Matrix (Fin D) (Fin D) ℂ) (1 : Matrix (Fin D) (Fin D) ℂ)) = 1 / (D : ℝ) := by
  have hD' : (D : ℝ) ≠ 0 := by exact_mod_cast hD.ne'
  have hs : ∑ _k : Fin D, 1 / (D : ℝ) = 1 := by
    rw [Finset.sum_const, Finset.card_univ, Fintype.card_fin, nsmul_eq_mul,
      mul_one_div_cancel hD']
  have h1 : (1 : Matrix (Fin D) (Fin D) ℂ)ᴴ * 1 = 1 := by
    rw [conjTranspose_one, Matrix.mul_one]
  have hb := entanglement_bounds (p := fun _ : Fin D => 1 / (D : ℝ))
    (fun _ => by positivity) hs h1 h1
  exact ⟨hs, entropy_uniform hD fun _ => rfl, hb.2.2.mpr fun _ => rfl⟩

end

end SchmidtEntanglementBounds
```

```lean
#print axioms SchmidtEntanglementBounds.neg_log_purity_le_entropy
-- 'SchmidtEntanglementBounds.neg_log_purity_le_entropy' depends on axioms: [propext, Classical.choice, Quot.sound]
#print axioms SchmidtEntanglementBounds.entanglement_bounds
-- 'SchmidtEntanglementBounds.entanglement_bounds' depends on axioms: [propext, Classical.choice, Quot.sound]
```

## Schmidt data as Lean hypotheses

The types `m` and `n` label finite bases of the two subsystems, and `Fin D` labels the Schmidt terms. The hypotheses `aᴴ * a = 1` and `bᴴ * b = 1` say that the columns are orthonormal; `hp` and `hs` say that the weights form a probability distribution. The condition $D\ge1$ follows from `hs`, since an empty sum cannot equal one.

Zero weights are allowed, so $D$ counts terms and may exceed the Schmidt rank. Lean's value `Real.log 0 = 0` agrees with the convention $0\log0=0$.

The main theorem, `entanglement_bounds`, states both inequalities together with their equality conditions. The theorem `maximallyEntangled_witness` supplies a state that attains them for every $D\ge1$: identity Schmidt bases and uniform weights, that is, the coefficient matrix $D^{-1/2}\,\mathbb 1$.

## Two orthogonality relations, one square and one logarithm

`reducedState_schmidt` transposes the orthonormality of `b` to remove the traced-out basis, and `purity_schmidt` removes `a` with `trace_mul_comm`. The expanded square is `purity_excess`.

In `entropy_lt_log`, the local statement `term` is the strict inequality for a single weight, and `Finset.sum_lt_sum` needs only one strict term to make the whole sum strict. `entropy_uniform` evaluates the equality case, and `neg_log_purity_le_entropy` repeats the logarithmic argument with the purity as reference. `entanglement_bounds` then assembles the results; for the purity, a vanishing sum of squares forces each weight to equal $1/D$.

## A given Schmidt form and real-number weights

The bounds hold for every finite-dimensional state supplied in the form above. That an arbitrary coefficient matrix has such a form is the singular value decomposition, which the file does not prove.

The function `entropy` acts on the weights, not on $\rho$. Its agreement with the von Neumann entropy $-\mathrm{Tr}\,\rho\log\rho$ is a separate step: $\rho=aPa^\dagger$ has the columns of $a$ as eigenvectors with eigenvalues $p_k$, and any remaining eigenvalues are zero.

The weights are real numbers, so a floating-point test needs a tolerance, particularly near uniform weights, where rounding can push a computed value slightly past its bound. Mixed global states are not covered: for them, the entropy of a subsystem does not by itself measure entanglement.
